# The spinor $(\sigma\cdot n)(1,0)$: spherical density and average $\langle\psi^\dagger\sigma\psi\rangle=(0,0,-1/3)$

## Question

Let $n=(\sin t\cos f,\ \sin t\sin f,\ \cos t)$ be the direction with polar angle $t$ and azimuth $f$, $\sigma=(\sigma_x,\sigma_y,\sigma_z)$ the Pauli matrices, $e_z=(0,0,1)$, and $\psi=(\sigma\cdot n)(1,0)^T$ the angular part of a $p_{1/2}$, $j_z=+\tfrac12$ spinor. The claim is that $\psi^\dagger\psi=1$, that $\psi^\dagger\sigma\psi=2n_z n-e_z$, and that the spherical average of this vector is $(0,0,-\tfrac13)$. How can this be stated and proved in Lean 4 with Mathlib, together with the behaviour of the Kramers partner?

## Answer

### Modelling choices

A spinor $\chi=(\chi_0,\chi_1)$ is a `Fin 2 → ℂ`, and directions $k=0,1,2$ mean $x,y,z$. `sigmaDot n` is $\sum_k n_k\sigma_k$ for real $n$. `spinDensity χ` is $s_k(\chi)=\operatorname{Re}\chi^\dagger\sigma_k\chi$, without the factor $\tfrac12$, so the spin is $s/2$ with $\hbar=1$. `dir t f` is $n$, and `sphereAvg g` is
$$\langle g\rangle=\frac1{4\pi}\int_0^\pi\!\!\int_0^{2\pi} g(n)\sin t\,df\,dt .$$
`timeRev` is $\Theta\chi=(-\bar\chi_1,\bar\chi_0)$, and `pHalfUp n` is $\psi$. The spinor normalised on the sphere is $\psi/\sqrt{4\pi}$; its integrated spin is $\langle S_z\rangle=-\tfrac16$. The model is one electron with no radial function. Of the label $p_{1/2}$ the file checks $j_z=+\tfrac12$; $l=1$ and $j=\tfrac12$ are taken as the interpretation of $\psi$.

### Derivation by hand

Take any $\chi$, with $s=s(\chi)$ and $\phi=(\sigma\cdot n)\chi$. The matrix $\sigma\cdot n$ is Hermitian and $\sigma_j\sigma_k+\sigma_k\sigma_j=2\delta_{jk}$, so $(\sigma\cdot n)^2=n\cdot n$ and $(\sigma\cdot n)\sigma_k(\sigma\cdot n)=2n_k\,\sigma\cdot n-(n\cdot n)\sigma_k$. For unit $n$,
$$\phi^\dagger\phi=\chi^\dagger\chi,\qquad s(\phi)=2(n\cdot s)\,n-s .$$

Next, average $a+(n\cdot s)(n\cdot u)$ for a real number $a$ and real vectors $s,u$. Put $p=s_0u_0+s_1u_1$ and $q=s_2u_2$. Over $f$, the terms in $\cos f$, $\sin f$ and $\sin f\cos f$ vanish, while $\cos^2 f$ and $\sin^2 f$ give $\pi$:
$$\int_0^{2\pi}\!\bigl(a+(n\cdot s)(n\cdot u)\bigr)\sin t\,df=\bigl[(2\pi a+\pi p)+(2\pi q-\pi p)\cos^2t\bigr]\sin t .$$
With $\int_0^\pi\sin t\,dt=2$ and $\int_0^\pi\cos^2t\sin t\,dt=\tfrac23$ the total is $4\pi a+\tfrac{4\pi}3(p+q)$, so the average is $a+s\cdot u/3$. Choosing $a=-s_k$ and $u=2e_k$, with $e_k$ the $k$-th unit vector, gives $\langle s_k(\phi)\rangle=-s_k+\tfrac23s_k=-\tfrac13s_k$.

For $\chi=(1,0)$ one has $s=e_z$ and $n\cdot s=\cos t$, which yields the three claims. Explicitly $\psi=(\cos t,\ \sin t\,e^{if})$. Then $-i\partial_f\psi=(0,\ \sin t\,e^{if})$ and $\tfrac12\sigma_z\psi=\tfrac12(\cos t,\ -\sin t\,e^{if})$, whose sum is $\tfrac12\psi$.

Finally $\Theta=-i\sigma_yK$ with $K$ complex conjugation, and $\sigma_y\bar\sigma_k=-\sigma_k\sigma_y$, so $\Theta(\sigma\cdot n)\chi=-(\sigma\cdot n)\Theta\chi$ for real $n$. The partner $(\sigma\cdot n)\Theta\chi$ is therefore $-\Theta\phi$. It is orthogonal to $\phi$ because $(\Theta\phi)^\dagger\phi=-\phi_1\phi_0+\phi_0\phi_1=0$. From $s_0+is_1=2\bar\phi_0\phi_1$ and $s_2=|\phi_0|^2-|\phi_1|^2$, the substitution $\phi\to\Theta\phi$ reverses all three components, and the overall sign drops out.

### The file

```lean
import Mathlib

open Real Matrix
open Complex (I)
open ComplexConjugate

namespace PHalfSpinDensity

noncomputable section

/-- The Pauli matrices `σ_x, σ_y, σ_z`. -/
def pauli : Fin 3 → Matrix (Fin 2) (Fin 2) ℂ :=
  ![!![0, 1; 1, 0], !![0, -I; I, 0], !![1, 0; 0, -1]]

/-- The operator `σ·n` for a real vector `n`. -/
def sigmaDot (n : Fin 3 → ℝ) : Matrix (Fin 2) (Fin 2) ℂ := ∑ k, (n k : ℂ) • pauli k

/-- The spin density vector of a two-component spinor, `s_k = Re χ† σ_k χ`. -/
def spinDensity (χ : Fin 2 → ℂ) : Fin 3 → ℝ := fun k => (star χ ⬝ᵥ (pauli k *ᵥ χ)).re

/-- The direction with polar angle `t` and azimuth `f`. -/
def dir (t f : ℝ) : Fin 3 → ℝ := ![sin t * cos f, sin t * sin f, cos t]

/-- The spherical average `(1/4π) ∫∫ g(n) sin t df dt`. -/
def sphereAvg (g : (Fin 3 → ℝ) → ℝ) : ℝ :=
  1 / (4 * π) * ∫ t in (0 : ℝ)..π, ∫ f in (0 : ℝ)..(2 * π), g (dir t f) * sin t

/-- Time reversal of a spinor, `Θ(a, b) = (-b̄, ā)`. -/
def timeRev (χ : Fin 2 → ℂ) : Fin 2 → ℂ := ![-conj (χ 1), conj (χ 0)]

/-- The angular spinor `ψ(n) = (σ·n)(1,0)`. -/
def pHalfUp (n : Fin 3 → ℝ) : Fin 2 → ℂ := sigmaDot n *ᵥ ![1, 0]

/-- Components of `(σ·n) χ`. -/
theorem sigmaDot_mulVec (n : Fin 3 → ℝ) (χ : Fin 2 → ℂ) :
    sigmaDot n *ᵥ χ = ![(n 2 : ℂ) * χ 0 + ((n 0 : ℂ) - (n 1 : ℂ) * I) * χ 1,
      ((n 0 : ℂ) + (n 1 : ℂ) * I) * χ 0 - (n 2 : ℂ) * χ 1] := by
  have h : sigmaDot n = !![(n 2 : ℂ), (n 0 : ℂ) - (n 1 : ℂ) * I;
      (n 0 : ℂ) + (n 1 : ℂ) * I, -(n 2 : ℂ)] := by
    ext i j
    fin_cases i <;> fin_cases j <;> simp [sigmaDot, pauli, Fin.sum_univ_three]
    ring
  rw [h]
  ext i
  fin_cases i <;>
    simp [Matrix.mulVec, dotProduct, Fin.sum_univ_two]
  ring1

/-- The spin density in terms of real and imaginary parts of the two components. -/
theorem spinDensity_eq (χ : Fin 2 → ℂ) :
    spinDensity χ = ![2 * ((χ 0).re * (χ 1).re + (χ 0).im * (χ 1).im),
      2 * ((χ 0).re * (χ 1).im - (χ 0).im * (χ 1).re),
      (χ 0).re ^ 2 + (χ 0).im ^ 2 - (χ 1).re ^ 2 - (χ 1).im ^ 2] := by
  ext k
  fin_cases k <;>
    simp [spinDensity, pauli, Matrix.mulVec, dotProduct, Fin.sum_univ_two]
  all_goals ring

/-- The expectation value `χ† σ_k χ` is real and equals `s_k`. -/
theorem spinDensity_real (χ : Fin 2 → ℂ) (k : Fin 3) :
    star χ ⬝ᵥ (pauli k *ᵥ χ) = (spinDensity χ k : ℂ) := by
  apply Complex.ext
  · simp only [spinDensity, Complex.ofReal_re]
  · rw [Complex.ofReal_im]
    fin_cases k <;>
      simp [pauli, Matrix.mulVec, dotProduct, Fin.sum_univ_two]
    all_goals ring

/-- The direction `n(t,f)` is a unit vector. -/
theorem dir_unit (t f : ℝ) : dir t f ⬝ᵥ dir t f = 1 := by
  have h : dir t f ⬝ᵥ dir t f =
      sin t * cos f * (sin t * cos f) + sin t * sin f * (sin t * sin f) + cos t * cos t := by
    simp [dir, dotProduct, Fin.sum_univ_three]
  rw [h]
  linear_combination sin t ^ 2 * sin_sq_add_cos_sq f + sin_sq_add_cos_sq t

/-- For a unit vector `n`, the spinor `(σ·n)χ` has the same density as `χ`, and its spin
density is `2 (n·s) n - s`, where `s` is the spin density of `χ`. -/
theorem sigmaDot_density_spin (n : Fin 3 → ℝ) (hn : n ⬝ᵥ n = 1) (χ : Fin 2 → ℂ) :
    star (sigmaDot n *ᵥ χ) ⬝ᵥ (sigmaDot n *ᵥ χ) = star χ ⬝ᵥ χ ∧
    spinDensity (sigmaDot n *ᵥ χ) = (2 * (n ⬝ᵥ spinDensity χ)) • n - spinDensity χ := by
  -- both identities hold for any `n` with a factor `n·n`
  have h1 : star (sigmaDot n *ᵥ χ) ⬝ᵥ (sigmaDot n *ᵥ χ) =
      ((n ⬝ᵥ n : ℝ) : ℂ) * (star χ ⬝ᵥ χ) := by
    simp only [sigmaDot_mulVec, dotProduct, Fin.sum_univ_two, Fin.sum_univ_three]
    apply Complex.ext <;> simp
    all_goals ring
  have h2 : spinDensity (sigmaDot n *ᵥ χ) =
      (2 * (n ⬝ᵥ spinDensity χ)) • n - (n ⬝ᵥ n) • spinDensity χ := by
    simp only [sigmaDot_mulVec, spinDensity_eq, dotProduct, Fin.sum_univ_three]
    ext k
    fin_cases k <;> simp
    all_goals ring
  constructor
  · rw [h1, hn]; simp
  · rw [h2, hn, one_smul]

/-- The spherical average of `a + (n·s)(n·u)` is `a + s·u/3`. -/
theorem sphereAvg_quadratic (a : ℝ) (s u : Fin 3 → ℝ) :
    sphereAvg (fun n => a + (n ⬝ᵥ s) * (n ⬝ᵥ u)) = a + s ⬝ᵥ u / 3 := by
  -- azimuthal integral of a trigonometric polynomial of degree two
  have hφ : ∀ A B C D E F : ℝ, ∫ f in (0 : ℝ)..(2 * π),
      (A + B * cos f + C * sin f + D * cos f ^ 2 + E * sin f ^ 2 + F * (sin f * cos f)) =
      2 * π * A + π * (D + E) := by
    intro A B C D E F
    have h : ∀ f ∈ Set.uIcc (0 : ℝ) (2 * π), HasDerivAt
        (fun f => A * f + B * sin f - C * cos f + (D + E) / 2 * f
          + (D - E) / 2 * (sin f * cos f) + F / 2 * (sin f * sin f))
        (A + B * cos f + C * sin f + D * cos f ^ 2 + E * sin f ^ 2 + F * (sin f * cos f)) f := by
      intro f _
      have hs := Real.hasDerivAt_sin f
      have hc := Real.hasDerivAt_cos f
      have hi := hasDerivAt_id' f
      refine ((((((hi.const_mul A).fun_add (hs.const_mul B)).fun_sub (hc.const_mul C)).fun_add
        (hi.const_mul ((D + E) / 2))).fun_add ((hs.fun_mul hc).const_mul ((D - E) / 2))).fun_add
        ((hs.fun_mul hs).const_mul (F / 2))).congr_deriv ?_
      linear_combination (-(D + E) / 2) * sin_sq_add_cos_sq f
    rw [intervalIntegral.integral_eq_sub_of_hasDerivAt h
      (Continuous.intervalIntegrable (by fun_prop) _ _)]
    simp only [Real.sin_two_pi, Real.cos_two_pi, Real.sin_zero, Real.cos_zero]
    ring
  -- polar integral
  have hθ : ∀ A B : ℝ, ∫ t in (0 : ℝ)..π, (A + B * cos t ^ 2) * sin t = 2 * A + 2 * B / 3 := by
    intro A B
    have h : ∀ t ∈ Set.uIcc (0 : ℝ) π, HasDerivAt
        (fun t => -A * cos t + -B / 3 * (cos t * cos t * cos t))
        ((A + B * cos t ^ 2) * sin t) t := by
      intro t _
      have hc := Real.hasDerivAt_cos t
      refine ((hc.const_mul (-A)).fun_add
        (((hc.fun_mul hc).fun_mul hc).const_mul (-B / 3))).congr_deriv ?_
      ring
    rw [intervalIntegral.integral_eq_sub_of_hasDerivAt h
      (Continuous.intervalIntegrable (by fun_prop) _ _)]
    simp only [Real.cos_pi, Real.cos_zero]
    ring
  have hd : ∀ (t f : ℝ) (v : Fin 3 → ℝ),
      dir t f ⬝ᵥ v = sin t * cos f * v 0 + sin t * sin f * v 1 + cos t * v 2 := by
    intro t f v
    simp [dir, dotProduct, Fin.sum_univ_three]
  have hin : ∀ t : ℝ, ∫ f in (0 : ℝ)..(2 * π), (a + (dir t f ⬝ᵥ s) * (dir t f ⬝ᵥ u)) * sin t =
      ((2 * π * a + π * (s 0 * u 0 + s 1 * u 1))
        + (2 * π * (s 2 * u 2) - π * (s 0 * u 0 + s 1 * u 1)) * cos t ^ 2) * sin t := by
    intro t
    refine Eq.trans (intervalIntegral.integral_congr fun f _ => ?_)
      ((hφ (sin t * (a + cos t ^ 2 * (s 2 * u 2)))
        (sin t ^ 2 * cos t * (s 0 * u 2 + s 2 * u 0))
        (sin t ^ 2 * cos t * (s 1 * u 2 + s 2 * u 1))
        (sin t ^ 3 * (s 0 * u 0)) (sin t ^ 3 * (s 1 * u 1))
        (sin t ^ 3 * (s 0 * u 1 + s 1 * u 0))).trans ?_)
    · simp only [hd]
      ring
    · linear_combination π * sin t * (s 0 * u 0 + s 1 * u 1) * sin_sq_add_cos_sq t
  have hπ := Real.pi_ne_zero
  simp only [sphereAvg]
  simp only [hin]
  rw [hθ]
  simp only [dotProduct, Fin.sum_univ_three]
  field_simp
  all_goals ring

/-- For any spinor `χ`, the spherical average of the spin density of `(σ·n)χ` is minus one
third of the spin density of `χ`. -/
theorem sphereAvg_spin (χ : Fin 2 → ℂ) (k : Fin 3) :
    sphereAvg (fun n => spinDensity (sigmaDot n *ᵥ χ) k) = -(1 / 3) * spinDensity χ k := by
  have hp : ∀ t f : ℝ, spinDensity (sigmaDot (dir t f) *ᵥ χ) k = -spinDensity χ k
      + (dir t f ⬝ᵥ spinDensity χ) * (dir t f ⬝ᵥ (Pi.single k 2 : Fin 3 → ℝ)) := by
    intro t f
    rw [(sigmaDot_density_spin _ (dir_unit t f) χ).2, dotProduct_single]
    simp only [Pi.sub_apply, Pi.smul_apply, smul_eq_mul]
    ring
  have h := sphereAvg_quadratic (-spinDensity χ k) (spinDensity χ) (Pi.single k 2)
  simp only [sphereAvg] at h ⊢
  simp only [hp]
  rw [h, dotProduct_single]
  ring

/-- The spinor `(σ·n)(1,0)` is `(cos t, sin t e^{if})`, and `J_z = -i ∂_f + σ_z/2` acts on it
as multiplication by `1/2`. -/
theorem pHalfUp_jz (t f : ℝ) :
    pHalfUp (dir t f) = ![((cos t : ℝ) : ℂ), ((sin t : ℝ) : ℂ) * Complex.exp (f * I)] ∧
    ∃ ψ' : Fin 2 → ℂ, HasDerivAt (fun g => pHalfUp (dir t g)) ψ' f ∧
      (-I) • ψ' + (1 / 2 : ℂ) • (pauli 2 *ᵥ pHalfUp (dir t f)) =
        (1 / 2 : ℂ) • pHalfUp (dir t f) := by
  have hform : ∀ g : ℝ, pHalfUp (dir t g) =
      ![((cos t : ℝ) : ℂ), ((sin t : ℝ) : ℂ) * Complex.exp (g * I)] := by
    intro g
    have he := Complex.exp_mul_I (g : ℂ)
    rw [pHalfUp, sigmaDot_mulVec]
    ext i
    fin_cases i
    · simp [dir]
    · simp [dir]
      linear_combination (-Complex.sin t) * he
  have h : HasDerivAt (fun g : ℝ => ((sin t : ℝ) : ℂ) * Complex.exp (g * I))
      (((sin t : ℝ) : ℂ) * (Complex.exp (f * I) * I)) f :=
    ((((hasDerivAt_id' f).ofReal_comp.mul_const I).cexp).const_mul
      ((sin t : ℝ) : ℂ)).congr_deriv (by simp)
  refine ⟨hform f, ![0, ((sin t : ℝ) : ℂ) * (Complex.exp (f * I) * I)], ?_, ?_⟩
  · simp only [hform]
    refine hasDerivAt_pi.2 fun i => ?_
    fin_cases i
    · exact hasDerivAt_const f ((cos t : ℝ) : ℂ)
    · exact h
  · rw [hform]
    ext i
    fin_cases i <;> simp [pauli, Matrix.mulVec, dotProduct, Fin.sum_univ_two]
    all_goals
      first
        | ring1
        | linear_combination (-(Complex.sin t) * Complex.exp (f * I)) * Complex.I_mul_I

/-- The spinor `ψ = (σ·n)(1,0)` has density `1` in every direction and spin density
`2 n_z n - e_z`, whose spherical average is `(0, 0, -1/3)`. -/
theorem pHalfUp_density_spin :
    (∀ t f : ℝ, star (pHalfUp (dir t f)) ⬝ᵥ pHalfUp (dir t f) = 1 ∧
      spinDensity (pHalfUp (dir t f)) = (2 * cos t) • dir t f - ![0, 0, 1]) ∧
    (fun k => sphereAvg (fun n => spinDensity (pHalfUp n) k)) = ![0, 0, -1 / 3] := by
  have hs : spinDensity ![1, 0] = ![0, 0, 1] := by
    rw [spinDensity_eq]
    ext k
    fin_cases k <;> simp
  refine ⟨fun t f => ?_, ?_⟩
  · obtain ⟨h1, h2⟩ := sigmaDot_density_spin _ (dir_unit t f) ![1, 0]
    have hz : dir t f ⬝ᵥ ![0, 0, 1] = cos t := by
      simp [dir, dotProduct, Fin.sum_univ_three]
    refine ⟨?_, ?_⟩
    · rw [pHalfUp, h1]
      simp [dotProduct, Fin.sum_univ_two]
    · rw [pHalfUp, h2, hs, hz]
  · ext k
    simp only [pHalfUp, sphereAvg_spin, hs]
    fin_cases k <;> simp
    all_goals norm_num

/-- Time reversal anticommutes with `σ·n`; the Kramers partner `(σ·n)Θχ` is orthogonal to
`(σ·n)χ` and has the opposite spin density for every `n`. -/
theorem kramers_partner (n : Fin 3 → ℝ) (χ : Fin 2 → ℂ) :
    timeRev (sigmaDot n *ᵥ χ) = -(sigmaDot n *ᵥ timeRev χ) ∧
    star (sigmaDot n *ᵥ timeRev χ) ⬝ᵥ (sigmaDot n *ᵥ χ) = 0 ∧
    spinDensity (sigmaDot n *ᵥ timeRev χ) = -spinDensity (sigmaDot n *ᵥ χ) := by
  refine ⟨?_, ?_, ?_⟩
  · simp only [sigmaDot_mulVec]
    ext i
    fin_cases i <;> apply Complex.ext <;> simp [timeRev]
    all_goals ring
  · simp only [sigmaDot_mulVec, dotProduct, Fin.sum_univ_two]
    apply Complex.ext <;> simp [timeRev]
    all_goals ring
  · simp only [sigmaDot_mulVec, spinDensity_eq]
    ext k
    fin_cases k <;> simp [timeRev]
    all_goals ring

end

end PHalfSpinDensity
```

```lean
#print axioms PHalfSpinDensity.spinDensity_real
#print axioms PHalfSpinDensity.pHalfUp_jz
#print axioms PHalfSpinDensity.pHalfUp_density_spin
#print axioms PHalfSpinDensity.kramers_partner
```

```
'PHalfSpinDensity.spinDensity_real' depends on axioms: [propext, Classical.choice, Quot.sound]
'PHalfSpinDensity.pHalfUp_jz' depends on axioms: [propext, Classical.choice, Quot.sound]
'PHalfSpinDensity.pHalfUp_density_spin' depends on axioms: [propext, Classical.choice, Quot.sound]
'PHalfSpinDensity.kramers_partner' depends on axioms: [propext, Classical.choice, Quot.sound]
```

### Statements and proof

`pHalfUp_density_spin` says that for all real $t,f$ the density is $1$ and the spin density is $2\cos t\,n-e_z$, and that the componentwise average is `![0, 0, -1 / 3]`. `pHalfUp_jz` gives the explicit $\psi$ and a derivative `ψ'` in the azimuth with $-i\psi'+\tfrac12\sigma_z\psi=\tfrac12\psi$. `kramers_partner` states anticommutation, orthogonality and spin reversal pointwise, for every real $n$, unit or not, and every $\chi$.

The file replaces the Pauli algebra by components. `sigmaDot_mulVec` and `spinDensity_eq` write $(\sigma\cdot n)\chi$ and $s$ out, and `spinDensity_real` shows that taking the real part loses nothing. In `sigmaDot_density_spin`, `h1` and `h2` are the identities with the factor $n\cdot n$ kept, closed by `ring` on real and imaginary parts; `hn` then sets the factor to one, and `dir_unit` supplies `hn` for the polar direction. In `sphereAvg_quadratic`, `hφ` and `hθ` are the azimuthal and polar integrals, and `hin` is the displayed intermediate formula. `sphereAvg_spin` uses `Pi.single k 2` for $u=2e_k$. `kramers_partner` expands each of its three parts separately.

### Remarks

The integrals use a reusable pattern: state the integrand with free coefficients, assemble `HasDerivAt` for an explicit antiderivative, match the derivative through `congr_deriv` with `ring` or `linear_combination` on `sin_sq_add_cos_sq`, and finish with `intervalIntegral.integral_eq_sub_of_hasDerivAt`. The physical integrand then enters only by choosing coefficients.

The average could instead be taken against a rotation-invariant measure on the unit sphere of Euclidean three-space. The statement would be free of coordinates, but $\langle n_jn_k\rangle=\delta_{jk}/3$ would need a symmetry argument or a change of variables, and the $j_z$ statement would still need the azimuth or a rotation generator.

In a two-component SCF code the magnetisation at a grid point is built from the spin blocks of the density, and for a single spinor the formulas are those of `spinDensity_eq`. An angular quadrature exact for polynomials of degree two in $n$ would reproduce $-\tfrac13$. For this one-electron angular model, equal occupation of a spinor and its Kramers partner cancels the spin density in every direction, the same pointwise cancellation that holds for each fully occupied pair in a closed-shell Kramers-restricted scheme. One further observation, absent from the theorems, is that $2n_zn-e_z$ is $e_z$ rotated by $\pi$ about $n$ and has length one everywhere, so a non-collinear functional of $|s|$ sees a fully polarised density although the average has length $\tfrac13$.
